# The integer matrices with $R^TR=1$ are the signed permutation matrices: 48 in three dimensions, 24 with determinant 1

A program that looks for the symmetry operations of a crystal with a simple cubic lattice can begin with a finite list of $3\times3$ integer matrices and test each one, together with a translation where needed, against the positions and kinds of the atoms. The list should contain every rotation, reflection and rotation-reflection that fits the lattice, since an operation that is not on it is never tested. For this lattice the list is easy to write down: permute the three axes in any of 6 ways, choose a sign for each axis in any of 8 ways, and stop at 48. The results below show that this recipe yields every symmetry of the lattice that keeps the origin fixed, each exactly once, and nothing else.

The same argument works for any finite number $N$ of axes. In the Lean code `n` is the type whose elements label the axes, and $N$ is its number of elements, `Fintype.card n`.

```lean
import Mathlib

open Matrix
open scoped Nat

namespace CubicPointGroup
```

## Permuting axes and choosing signs

Let $e_j$ be the unit vector along axis $j$. Take a permutation $\sigma$ of the axes and a sign $\varepsilon_j=\pm1$ for each axis. The operation that sends $e_j$ to $\varepsilon_j e_{\sigma(j)}$ has the matrix

$$R_{ij}=\varepsilon_j\,\delta_{i,\sigma(j)} .$$

The signs belong to the columns, that is, to the axis before it is moved. In Lean they have type `ℤˣ`, the invertible integers, which are just $1$ and $-1$.

```lean
/-- The signed permutation matrix that sends the axis `j` to the axis `σ j` with sign `ε j`. -/
def signedPerm {n : Type*} [DecidableEq n] (σ : Equiv.Perm n) (ε : n → ℤˣ) : Matrix n n ℤ :=
  Matrix.of fun i j => if i = σ j then (ε j : ℤ) else 0
```

The cubic point group is defined without reference to permutations. An operation that preserves lengths and angles satisfies $R^TR=1$, and one that respects the lattice has integer entries when it is written along the cube axes.

```lean
/-- The full cubic point group, as a set: integer matrices `R` with `Rᵀ R = 1`. -/
def fullCubic (n : Type*) [Fintype n] [DecidableEq n] : Set (Matrix n n ℤ) :=
  {R | Rᵀ * R = 1}
```

The proper rotations are the members with determinant 1. For three axes the two sets are called $O_h$ and $O$.

```lean
/-- The proper rotations of the cubic point group: integer matrices with `Rᵀ R = 1` and
determinant 1. -/
def properCubic (n : Type*) [Fintype n] [DecidableEq n] : Set (Matrix n n ℤ) :=
  {R | Rᵀ * R = 1 ∧ R.det = 1}
```

Both objects are sets of matrices. The code counts their elements and does not build the group multiplication, although closure is immediate: if $R$ and $S$ satisfy the condition, then $(RS)^TRS=S^TR^TRS=1$.

## An integer vector of length 1 lies along an axis

Let $v$ have integer components with $\sum_i v_i^2=1$. Some $v_i$ is nonzero, since otherwise the sum would be 0. For an integer this means $v_i^2\ge1$. The other squares are not negative, so

$$1=v_i^2+\sum_{k\ne i}v_k^2\ \ge\ 1 ,$$

and equality forces $v_i^2=1$ and $v_k=0$ for every $k\neq i$. Hence $v_k=u\,\delta_{k,i}$ with $u=\pm1$.

```lean
variable {n : Type*} [Fintype n] [DecidableEq n]

/-- An integer vector of squared length 1 has a single nonzero component, equal to 1 or -1. -/
theorem unit_vector_on_axis (v : n → ℤ) (h : ∑ i, v i * v i = 1) :
    ∃ i, ∃ u : ℤˣ, ∀ k, v k = if k = i then (u : ℤ) else 0 := by
  obtain ⟨i, hi⟩ : ∃ i, v i ≠ 0 := by
    by_contra hc
    have hc' : ∀ i, v i = 0 := fun i => by
      by_contra hi
      exact hc ⟨i, hi⟩
    simp [hc'] at h
  -- one nonzero component already uses up the whole squared length
  have hs : v i * v i + ∑ k ∈ Finset.univ.erase i, v k * v k = 1 :=
    (Finset.add_sum_erase _ (fun k => v k * v k) (Finset.mem_univ i)).trans h
  have hpos : 0 < v i * v i := mul_self_pos.2 hi
  have hnn : 0 ≤ ∑ k ∈ Finset.univ.erase i, v k * v k :=
    Finset.sum_nonneg fun k _ => mul_self_nonneg (v k)
  have h0 : ∑ k ∈ Finset.univ.erase i, v k * v k = 0 := by linarith
  have h1 : v i * v i = 1 := by linarith
  have hz := (Finset.sum_eq_zero_iff_of_nonneg (fun k _ => mul_self_nonneg (v k))).1 h0
  refine ⟨i, Units.mk (v i) (v i) h1 h1, fun k => ?_⟩
  by_cases hk : k = i
  · simp [hk]
  · rw [if_neg hk]
    exact mul_self_eq_zero.1 (hz k (Finset.mem_erase.2 ⟨hk, Finset.mem_univ k⟩))
```

The proof splits the sum in the same way in `hs`. Integrality enters at the first call to `linarith`, which uses that a positive integer is at least 1 to show that the remaining squares sum to 0. The real vector $(3/5,4/5)$ also has length 1 and lies along no axis.

## Orthogonality of the signed permutations

For $R_{ij}=\varepsilon_j\delta_{i,\sigma(j)}$ the scalar product of columns $j$ and $k$ is

$$(R^TR)_{jk}=\sum_i R_{ij}R_{ik}=\varepsilon_j\varepsilon_k\,\delta_{\sigma(j),\sigma(k)}=\delta_{jk},$$

because $\sigma$ sends different axes to different axes and $\varepsilon_j^2=1$.

```lean
/-- Every signed permutation matrix is orthogonal. -/
theorem signedPerm_orthogonal (σ : Equiv.Perm n) (ε : n → ℤˣ) :
    (signedPerm σ ε)ᵀ * signedPerm σ ε = 1 := by
  ext j k
  simp only [Matrix.mul_apply, Matrix.transpose_apply, signedPerm, Matrix.of_apply]
  rw [Finset.sum_eq_single (σ j)]
  · by_cases h : j = k
    · subst h
      have hu : (ε j : ℤ) * ε j = 1 := by
        rcases Int.units_eq_one_or (ε j) with h | h <;> simp [h]
      simp [hu]
    · simp [h]
  · intro i _ hi
    simp [hi]
  · simp
```

`Finset.sum_eq_single` keeps the one term $i=\sigma(j)$ of the sum, and the case distinction on `j = k` separates the diagonal from the rest.

## Every integer orthogonal matrix is of this kind

Now let $R$ be any integer matrix with $R^TR=1$. The diagonal entries of this equation say that each column has length 1, so by the previous result column $j$ lies along one axis, which we call $s(j)$:

$$R_{kj}=u_j\,\delta_{k,s(j)},\qquad u_j=\pm1 .$$

Suppose two different columns $j\ne k$ had $s(j)=s(k)$. Their scalar product would be $u_ju_k=\pm1$, but the off-diagonal entries of $R^TR=1$ require 0. So $s$ is injective, and an injective map of a finite set into itself is a permutation.

```lean
/-- An integer matrix satisfies `Rᵀ R = 1` exactly when it is a signed permutation matrix. -/
theorem orthogonal_iff_signedPerm (R : Matrix n n ℤ) :
    Rᵀ * R = 1 ↔ ∃ σ ε, R = signedPerm σ ε := by
  constructor
  · intro h
    -- each column lies along one axis
    have hcol : ∀ j, ∃ i, ∃ u : ℤˣ, ∀ k, R k j = if k = i then (u : ℤ) else 0 := fun j =>
      unit_vector_on_axis (fun k => R k j) (by
        have := congrArg (fun M : Matrix n n ℤ => M j j) h
        simpa [Matrix.mul_apply] using this)
    choose s u hs using hcol
    -- different columns are orthogonal, so they lie along different axes
    have inj : Function.Injective s := by
      intro j k hjk
      by_contra hne
      have h2 : ∑ i, R i j * R i k = 0 := by
        have := congrArg (fun M : Matrix n n ℤ => M j k) h
        simpa [Matrix.mul_apply, Matrix.one_apply_ne hne] using this
      simp [hs, hjk] at h2
    refine ⟨Equiv.ofBijective s (Finite.injective_iff_bijective.1 inj), u, ?_⟩
    ext i j
    exact hs j i
  · rintro ⟨σ, ε, rfl⟩
    exact signedPerm_orthogonal σ ε
```

The statement is an equivalence: $R^TR=1$ holds if and only if some `σ` and `ε` give $R$. In the forward direction `choose` turns the axis and sign found for each column into the functions `s` and `u`, and `inj` is the argument about two columns. The backward direction is the computation of the preceding step.

## Different choices give different matrices

Suppose the pairs $(\sigma,\varepsilon)$ and $(\tau,\delta)$ give the same matrix, where $\delta$ with a single index now denotes the second set of signs. Compare the entries in row $\sigma(j)$ and column $j$. The first matrix has $\varepsilon_j\neq0$ there. The second has $\delta_j$ if $\sigma(j)=\tau(j)$, and 0 otherwise. Equality therefore gives $\sigma(j)=\tau(j)$ and $\varepsilon_j=\delta_j$ for every $j$.

```lean
omit [Fintype n] in
/-- The permutation of the axes and the signs are determined by the matrix. -/
theorem signedPerm_injective :
    Function.Injective (fun p : Equiv.Perm n × (n → ℤˣ) => signedPerm p.1 p.2) := by
  rintro ⟨σ, ε⟩ ⟨τ, δ⟩ h
  have key : ∀ j, σ j = τ j ∧ ε j = δ j := by
    intro j
    have hj := congrArg (fun M : Matrix n n ℤ => M (σ j) j) h
    by_cases e : σ j = τ j
    · exact ⟨e, Units.ext (by simpa [signedPerm, e] using hj)⟩
    · simp [signedPerm, e] at hj
  exact Prod.ext (Equiv.ext fun j => (key j).1) (funext fun j => (key j).2)
```

## The matrices as symmetries of the simple cubic lattice

With the lattice constant as the unit of length, the simple cubic lattice consists of the vectors with integer components. Let $A$ be a real orthogonal matrix that maps every lattice vector to a lattice vector. The image of $e_j$ is column $j$ of $A$, so there is an integer vector $w_j$ with $A_{ij}=(w_j)_i$, and all entries of $A$ are integers. Conversely, an integer matrix sends integer vectors to integer vectors.

```lean
/-- A real orthogonal matrix maps the simple cubic lattice into itself exactly when it is
an element of the full cubic point group, read as a real matrix. -/
theorem lattice_symmetry_iff (A : Matrix n n ℝ) :
    (Aᵀ * A = 1 ∧ ∀ v : n → ℤ, ∃ w : n → ℤ, A *ᵥ (fun i => (v i : ℝ)) = fun i => (w i : ℝ)) ↔
      ∃ R ∈ fullCubic n, A = R.map (fun z : ℤ => (z : ℝ)) := by
  have hcast : ∀ R : Matrix n n ℤ,
      (R.map (fun z : ℤ => (z : ℝ)))ᵀ * R.map (fun z : ℤ => (z : ℝ)) = 1 ↔ Rᵀ * R = 1 := by
    intro R
    rw [← Matrix.ext_iff, ← Matrix.ext_iff]
    refine forall₂_congr fun i j => ?_
    rw [← Int.cast_inj (α := ℝ)]
    simp [Matrix.mul_apply, Matrix.one_apply]
  constructor
  · rintro ⟨hA, hL⟩
    -- the columns are the images of the basis vectors, hence integer
    have hcol : ∀ j, ∃ w : n → ℤ, ∀ i, A i j = (w i : ℝ) := by
      intro j
      obtain ⟨w, hw⟩ := hL (Pi.single j 1)
      refine ⟨w, fun i => ?_⟩
      have := congrFun hw i
      simpa [Matrix.mulVec, dotProduct, Pi.single_apply] using this
    choose w hw using hcol
    have hAR : A = (Matrix.of fun i j => w j i).map (fun z : ℤ => (z : ℝ)) := by
      ext i j
      exact hw j i
    refine ⟨Matrix.of fun i j => w j i, (hcast _).1 ?_, hAR⟩
    rw [← hAR]
    exact hA
  · rintro ⟨R, hR, rfl⟩
    refine ⟨(hcast R).2 hR, fun v => ⟨R *ᵥ v, ?_⟩⟩
    ext i
    simp [Matrix.mulVec, dotProduct]
```

`R.map` reads an integer matrix as a real one, and `hcast` shows that the condition $R^TR=1$ means the same in both readings. The basis vector $e_j$ appears as `Pi.single j 1`.

The theorem asks only that the lattice be mapped into itself. The image is in fact the whole lattice, since the inverse $A^T$ has integer entries too. The operations all fix the origin, so translations, screw axes and glide planes are not described. Face-centred and body-centred lattices are not covered by the theorem either. Written along the cube axes, their point operations are the same 48 matrices. In primitive coordinates, however, the operations satisfy $R^TGR=G$, with $G$ the matrix of scalar products of the primitive vectors, and only for a simple cubic lattice is $G$ a multiple of the identity.

## Counting the full group

There are $N!$ permutations of the axes and $2^N$ choices of signs. Each pair gives one matrix of the group, different pairs give different matrices, and none is left out, so the group has $2^N N!$ elements.

```lean
variable (n)

/-- For `N = Fintype.card n` axes the full cubic point group has `2 ^ N * N!` elements. -/
theorem card_fullCubic :
    (fullCubic n).ncard = 2 ^ Fintype.card n * (Fintype.card n)! := by
  have hr : fullCubic n =
      (fun p : Equiv.Perm n × (n → ℤˣ) => signedPerm p.1 p.2) '' Set.univ := by
    ext R
    constructor
    · intro h
      obtain ⟨σ, ε, hR⟩ := (orthogonal_iff_signedPerm R).1 h
      exact ⟨(σ, ε), Set.mem_univ _, hR.symm⟩
    · rintro ⟨p, _, rfl⟩
      exact signedPerm_orthogonal p.1 p.2
  have h2 : Fintype.card ℤˣ = 2 := rfl
  rw [hr, Set.ncard_image_of_injective _ signedPerm_injective, Set.ncard_univ,
    Nat.card_eq_fintype_card, Fintype.card_prod, Fintype.card_perm, Fintype.card_fun, h2,
    mul_comm]
```

The equation `hr` writes `fullCubic n` as the image of all pairs, and injectivity lets the pairs be counted in place of the matrices. The function `ncard` assigns 0 to an infinite set, so a nonzero value also shows that the set is finite, which the next proof uses.

## Half of the operations are proper

Taking determinants of $R^TR=1$ gives $(\det R)^2=1$, so $\det R=\pm1$. Choose an axis $a$ and let $D$ be the mirror that reverses it, the diagonal matrix with $-1$ at position $a$ and 1 elsewhere. Then

$$D^T=D,\qquad D^2=1,\qquad \det D=-1 .$$

If $R$ is orthogonal, so is $DR$, because $(DR)^TDR=R^TD^2R=R^TR=1$. The determinant changes sign, $\det(DR)=-\det R$, and a second multiplication by $D$ brings $R$ back. Multiplication by $D$ thus pairs each operation of determinant 1 with one of determinant $-1$, and the two kinds are equally numerous.

```lean
/-- In dimension at least 1, exactly half of the full cubic point group has determinant 1. -/
theorem two_mul_card_properCubic [Nonempty n] :
    2 * (properCubic n).ncard = (fullCubic n).ncard := by
  -- the mirror that reverses one axis
  obtain ⟨D, hDT, hDD, hDdet⟩ : ∃ D : Matrix n n ℤ, Dᵀ = D ∧ D * D = 1 ∧ D.det = -1 := by
    obtain ⟨a⟩ := ‹Nonempty n›
    refine ⟨Matrix.diagonal fun i => if i = a then -1 else 1,
      Matrix.diagonal_transpose _, ?_, ?_⟩
    · rw [Matrix.diagonal_mul_diagonal, ← Matrix.diagonal_one]
      congr 1
      funext i
      by_cases h : i = a <;> simp [h]
    · simp [Matrix.det_diagonal]
  have hback : ∀ R : Matrix n n ℤ, D * (D * R) = R := fun R => by
    rw [← Matrix.mul_assoc, hDD, Matrix.one_mul]
  have horth : ∀ R : Matrix n n ℤ, Rᵀ * R = 1 → (D * R)ᵀ * (D * R) = 1 := fun R h => by
    rw [Matrix.transpose_mul, hDT, Matrix.mul_assoc, hback, h]
  have hO : fullCubic n = properCubic n ∪ (fun R => D * R) '' properCubic n := by
    ext R
    constructor
    · intro h
      have hd := congrArg Matrix.det (show Rᵀ * R = 1 from h)
      rw [Matrix.det_mul, Matrix.det_transpose, Matrix.det_one] at hd
      rcases mul_self_eq_one_iff.1 hd with h1 | h1
      · exact Or.inl ⟨h, h1⟩
      · exact Or.inr ⟨D * R, ⟨horth R h, by rw [Matrix.det_mul, hDdet, h1]; norm_num⟩, hback R⟩
    · rintro (h | ⟨S, hS, rfl⟩)
      · exact h.1
      · exact horth S hS.1
  have hfin : (fullCubic n).Finite :=
    Set.finite_of_ncard_ne_zero (by rw [card_fullCubic]; positivity)
  have hP : (properCubic n).Finite := hfin.subset fun R h => h.1
  have hdis : Disjoint (properCubic n) ((fun R => D * R) '' properCubic n) := by
    refine Set.disjoint_left.2 ?_
    rintro R hR ⟨S, hS, rfl⟩
    have h1 : (D * S).det = 1 := hR.2
    rw [Matrix.det_mul, hDdet, hS.2] at h1
    norm_num at h1
  have hinj : Function.Injective (fun R : Matrix n n ℤ => D * R) := fun A B h => by
    have h' : D * A = D * B := h
    rw [← hback A, h', hback]
  rw [hO, Set.ncard_union_eq hdis hP (hP.image _), Set.ncard_image_of_injective _ hinj, two_mul]
```

In the proof `hO` writes the full set as the union of the proper part and its mirror image, `hdis` shows that they do not overlap, and `hinj` shows that they have the same size. The hypothesis `[Nonempty n]` supplies the axis to be reversed. With no axes at all, the only matrix is the empty one, whose determinant is 1, and the statement would be false.

## Forty-eight and twenty-four

For three axes, $2^3\cdot3!=8\cdot6=48$, and half of this is 24.

```lean
/-- In three dimensions the full cubic group Oh has 48 elements and its subset O of
determinant 1 has 24. -/
theorem card_Oh_and_O :
    (fullCubic (Fin 3)).ncard = 48 ∧ (properCubic (Fin 3)).ncard = 24 := by
  have h48 : (fullCubic (Fin 3)).ncard = 48 := by
    rw [card_fullCubic, Fintype.card_fin]
    rfl
  have h := two_mul_card_properCubic (Fin 3)
  exact ⟨h48, by omega⟩

end CubicPointGroup
```

```lean
#print axioms CubicPointGroup.orthogonal_iff_signedPerm
-- 'CubicPointGroup.orthogonal_iff_signedPerm' depends on axioms: [propext, Classical.choice, Quot.sound]
#print axioms CubicPointGroup.lattice_symmetry_iff
-- 'CubicPointGroup.lattice_symmetry_iff' depends on axioms: [propext, Classical.choice, Quot.sound]
#print axioms CubicPointGroup.card_Oh_and_O
-- 'CubicPointGroup.card_Oh_and_O' depends on axioms: [propext, Classical.choice, Quot.sound]
```

## Building the list and folding a mesh of k points

In a program the bijection becomes a double loop. In Python, with axes numbered from 0:

```python
from itertools import permutations, product

ops = []
for s in permutations(range(3)):
    for e in product((1, -1), repeat=3):
        R = [[0] * 3 for _ in range(3)]
        for j in range(3):
            R[s[j]][j] = e[j]
        ops.append(R)
```

The line that fills `R` is the definition of `signedPerm`. The list has 48 entries without repetition, and since they are integers, products and comparisons need no numerical tolerance. The determinant is the sign of the permutation times the product of the three signs, which picks out the 24 proper rotations.

Sampling of the Brillouin zone uses the same operations. If the Hamiltonian of a simple cubic crystal of non-interacting electrons has the full symmetry $O_h$, the band energies at $k$ and $Rk$ agree, and a sum over the mesh of a function of the band energies needs only one point from each set of equivalent points, with the right weight. Measure $k$ in units of the length of the shortest reciprocal lattice vector, and shift each component by an integer so that it lies between $-1/2$ and $1/2$. Because the operations permute components and change signs, a representative is then found by taking absolute values and sorting: $(-1,3,2)/8$ becomes $(3,2,1)/8$. On a mesh that contains $k=0$ and has equal divisions along the three axes, its weight is the number of mesh points equivalent to it, here 48. Representatives with equal or vanishing components have fewer partners, and on the zone boundary, points that differ by a reciprocal lattice vector are counted once.

A crystal with several atoms per cell may keep only some of the 48 operations. The list then serves as the set of candidates, and the positions and kinds of the atoms decide which of them remain.
